# The free energy of a finite quantum system is concave in a linearly coupled field

## Free energy and magnetisation in a field

A system with Hamiltonian H sits in a uniform magnetic field of strength b and exchanges heat with a bath at inverse temperature β = 1/(k_B T) > 0. Let M be the component of its magnetic moment along the field. H and M are Hermitian matrices of the same finite, nonzero size, and neither depends on b. The Hamiltonian in the field, the partition function and the free energy are

H(b) = H - bM

Z(b) = tr exp(-βH(b))

F(b) = -log Z(b) / β

The magnetisation is m = -dF/db, and the isothermal susceptibility is χ = dm/db at fixed β.

The claim is that, with this linear coupling, m does not fall when b is raised. If H and M commute, the textbook result is that χ equals β times the thermal variance of M, so its sign is clear. For spins with anisotropic interactions M is often not conserved, and the variance formula then fails in general. The argument below needs no commutation.

## Concavity and the sign of the susceptibility

The main theorem, `fieldFreeEnergy_concave`, says that for all real fields x, y and all weights s, t ≥ 0 with s + t = 1,

F(sx + ty) ≥ s F(x) + t F(y)

In Lean this is `ConcaveOn ℝ Set.univ (fieldFreeEnergy β H M)`. The finite type `n` labels the basis states, `[Nonempty n]` says that there is at least one, and `IsHermitian` is assumed of H and M separately. `NormedSpace.exp` is the matrix exponential, not an entrywise one, and `star U` is the conjugate transpose. `partitionFunction` is defined as the real part of a complex trace; `trace_exp_pos` shows that for Hermitian matrices this trace is real and positive, so the logarithm has its usual meaning.

Two consequences follow. `magnetisation_monotone` takes a function m with dF/db = -m at every field and concludes that m is nondecreasing. `susceptibility_nonneg` assumes in addition that m has derivative χ at b and concludes χ ≥ 0. Both derivatives enter as hypotheses, and m is defined through F. The derivatives always exist here, because Z is a smooth positive function of b, and m equals the thermal average of M even when H and M do not commute. The Lean code proves neither of these two facts.

For a finite spin cluster with Zeeman coupling, the canonical isothermal susceptibility is therefore never negative, whatever the interactions. The step to electrons with orbital motion is a different matter: their non-relativistic Hamiltonian also contains a diamagnetic term quadratic in b, which H - bM leaves out and which can make χ negative.

## From Jensen's inequality to concavity

**One basis vector.** Let A be Hermitian with orthonormal eigenvectors v_j and eigenvalues e_j, and let u_i be the vectors of any orthonormal basis. The weights p_j = |⟨v_j, u_i⟩|² are nonnegative and sum to 1. Since the exponential is convex, Jensen's inequality gives

exp⟨u_i, A u_i⟩ = exp(∑_j p_j e_j) ≤ ∑_j p_j exp(e_j) = ⟨u_i, exp(A) u_i⟩

**The whole basis.** Summing over i gives the Peierls inequality, here for a complete basis in finite dimension:

∑_i exp⟨u_i, A u_i⟩ ≤ tr exp A

The left side is positive, so the trace is too.

**Two matrices.** Let A and B be Hermitian and put C = sA + tB. Now take u_i to be the eigenvectors of C, with eigenvalues c_i, and write α_i = ⟨u_i, A u_i⟩ and γ_i = ⟨u_i, B u_i⟩. Then

c_i = s α_i + t γ_i

Let Z_A = tr exp A, Z_B = tr exp B and K = s log Z_A + t log Z_B. Subtracting K gives

c_i - K = s(α_i - log Z_A) + t(γ_i - log Z_B)

and convexity of the exponential gives

exp(c_i) ≤ exp(K) [s exp(α_i)/Z_A + t exp(γ_i)/Z_B]

Sum over i. By the Peierls inequality, ∑_i exp(α_i) ≤ Z_A and ∑_i exp(γ_i) ≤ Z_B, so

tr exp C ≤ exp(K) (s + t) = exp(K)

The logarithm of this is log tr exp C ≤ s log Z_A + t log Z_B.

**The field.** Choose A = -β(H - xM) and B = -β(H - yM). Because the Hamiltonian is affine in the field,

sA + tB = -β(H - (sx + ty)M)

Hence log Z(sx + ty) ≤ s log Z(x) + t log Z(y), and division by -β reverses the inequality into concavity of F.

**The slopes.** For x < y, concavity places the chord slope between the end slopes:

F'(y) ≤ (F(y) - F(x))/(y - x) ≤ F'(x)

With F' = -m this reads m(x) ≤ m(y). Every difference quotient of m is then nonnegative, and so is its limit χ.

## Definitions and theorems in Lean 4

```lean
import Mathlib

open Matrix

namespace MagneticStability

noncomputable section

variable {n : Type*} [Fintype n] [DecidableEq n]

/-- The partition function `tr exp(-βH)`, taken as the real part of the complex trace. -/
def partitionFunction (β : ℝ) (H : Matrix n n ℂ) : ℝ :=
  (trace (NormedSpace.exp ((-β) • H))).re

/-- The free energy `-log tr exp(-βH) / β` of a Hermitian Hamiltonian `H` of nonzero size,
for `β > 0`. -/
def freeEnergy (β : ℝ) (H : Matrix n n ℂ) : ℝ :=
  -Real.log (partitionFunction β H) / β

/-- The free energy in a field `b` coupled to the magnetic moment `M`, with Hamiltonian
`H - bM`, for Hermitian `H`, `M` of nonzero size and `β > 0`. -/
def fieldFreeEnergy (β : ℝ) (H M : Matrix n n ℂ) (b : ℝ) : ℝ :=
  freeEnergy β (H - b • M)

/-- A Hermitian matrix and its exponential are diagonalised by the same unitary, with real
eigenvalues `e i` and `exp (e i)`. -/
theorem spectral_form {A : Matrix n n ℂ} (hA : A.IsHermitian) :
    ∃ (U : Matrix n n ℂ) (e : n → ℝ), star U * U = 1 ∧ U * star U = 1 ∧
      A = U * diagonal (fun i => (e i : ℂ)) * star U ∧
      NormedSpace.exp A = U * diagonal (fun i => (Real.exp (e i) : ℂ)) * star U := by
  let U : Matrix n n ℂ := hA.eigenvectorUnitary
  let e := hA.eigenvalues
  have h1 : star U * U = 1 := mem_unitaryGroup_iff'.mp hA.eigenvectorUnitary.2
  have h2 : U * star U = 1 := mem_unitaryGroup_iff.mp hA.eigenvectorUnitary.2
  have hs : A = U * diagonal (fun i => (e i : ℂ)) * star U :=
    hA.spectral_theorem.trans (Unitary.conjStarAlgAut_apply _ _)
  have hD : NormedSpace.exp (diagonal (fun i => (e i : ℂ))) =
      diagonal (fun i => (Real.exp (e i) : ℂ)) := by
    rw [Matrix.exp_diagonal]
    congr 1
    funext i
    rw [Pi.coe_exp, Complex.ofReal_exp, Complex.exp_eq_exp_ℂ]
  refine ⟨U, e, h1, h2, hs, ?_⟩
  have h := Matrix.exp_conj U (diagonal (fun i => (e i : ℂ))) ⟨⟨U, star U, h2, h1⟩, rfl⟩
  rw [Matrix.inv_eq_right_inv h2, hD, ← hs] at h
  exact h

/-- For any square matrix `W` and the diagonal matrix `D` with real entries `d j`, the real part of
the `i`-th diagonal element of `star W * D * W` is the sum of the `d j` weighted by the squared
moduli of the entries `W j i`. -/
theorem expectation_diagonal (W : Matrix n n ℂ) (d : n → ℝ) (i : n) :
    ((star W * diagonal (fun j => (d j : ℂ)) * W) i i).re =
      ∑ j, Complex.normSq (W j i) * d j := by
  rw [Matrix.mul_apply, Complex.re_sum]
  refine Finset.sum_congr rfl fun j _ => ?_
  rw [Matrix.mul_diagonal, Matrix.star_apply]
  simp [Complex.normSq_apply]
  ring

/-- For Hermitian `A` and each column `u` of a unitary matrix,
`exp ⟨u, A u⟩ ≤ ⟨u, exp(A) u⟩`. -/
theorem exp_expectation_le {A U : Matrix n n ℂ} (hA : A.IsHermitian)
    (hU : star U * U = 1) (i : n) :
    Real.exp ((star U * A * U) i i).re ≤ ((star U * NormedSpace.exp A * U) i i).re := by
  obtain ⟨V, e, -, h2, hs, hE⟩ := spectral_form hA
  have hconj (D : Matrix n n ℂ) :
      star U * (V * D * star V) * U = star (star V * U) * D * (star V * U) := by
    simp only [star_mul, star_star, Matrix.mul_assoc]
  -- the squared overlaps with the eigenvectors of `A` are probabilities
  have hW : star (star V * U) * (star V * U) = 1 := by
    calc star (star V * U) * (star V * U) = star U * (V * star V) * U := by
          simp only [star_mul, star_star, Matrix.mul_assoc]
      _ = 1 := by rw [h2, Matrix.mul_one, hU]
  have hp : ∑ j, Complex.normSq ((star V * U) j i) = 1 := by
    have h := expectation_diagonal (star V * U) (fun _ => 1) i
    have h1 : diagonal (fun _ : n => ((1 : ℝ) : ℂ)) = 1 := by
      rw [Complex.ofReal_one, Matrix.diagonal_one]
    rw [h1, Matrix.mul_one, hW, Matrix.one_apply_eq, Complex.one_re] at h
    simpa only [mul_one] using h.symm
  rw [hE, hconj, expectation_diagonal, hs, hconj, expectation_diagonal]
  -- Jensen's inequality for the exponential
  have hJ := convexOn_exp.map_sum_le (t := Finset.univ) (p := e)
    (fun j _ => Complex.normSq_nonneg ((star V * U) j i)) hp (fun j _ => Set.mem_univ _)
  simpa only [smul_eq_mul] using hJ

/-- Peierls inequality: for Hermitian `A` and any orthonormal basis, given by the columns of a
unitary `U`, the sum of `exp ⟨u, A u⟩` over the basis is at most `tr exp A`. -/
theorem peierls {A U : Matrix n n ℂ} (hA : A.IsHermitian) (hU : star U * U = 1) :
    ∑ i, Real.exp ((star U * A * U) i i).re ≤ (trace (NormedSpace.exp A)).re := by
  have hU' : U * star U = 1 := mul_eq_one_comm.mp hU
  calc ∑ i, Real.exp ((star U * A * U) i i).re
      ≤ ∑ i, ((star U * NormedSpace.exp A * U) i i).re :=
        Finset.sum_le_sum fun i _ => exp_expectation_le hA hU i
    _ = (trace (star U * NormedSpace.exp A * U)).re := by
        rw [Matrix.trace, Complex.re_sum]
        rfl
    _ = (trace (NormedSpace.exp A)).re := by
        rw [Matrix.trace_mul_cycle, hU', Matrix.one_mul]

/-- For a Hermitian matrix of nonzero size, the trace of the exponential is real and positive. -/
theorem trace_exp_pos [Nonempty n] {A : Matrix n n ℂ} (hA : A.IsHermitian) :
    0 < (trace (NormedSpace.exp A)).re ∧ (trace (NormedSpace.exp A)).im = 0 := by
  constructor
  · exact lt_of_lt_of_le
      (Finset.sum_pos (fun i _ => Real.exp_pos _) Finset.univ_nonempty)
      (peierls hA (U := 1) (by rw [star_one, Matrix.one_mul]))
  · obtain ⟨U, e, h1, -, -, hE⟩ := spectral_form hA
    rw [hE, Matrix.trace_mul_cycle, h1, Matrix.one_mul, Matrix.trace_diagonal,
      ← Complex.ofReal_sum, Complex.ofReal_im]

/-- On Hermitian matrices of nonzero size, which need not commute, `log tr exp` is convex. -/
theorem log_trace_exp_convex [Nonempty n] {A B : Matrix n n ℂ} (hA : A.IsHermitian)
    (hB : B.IsHermitian) {s t : ℝ} (hs : 0 ≤ s) (ht : 0 ≤ t) (hst : s + t = 1) :
    Real.log (trace (NormedSpace.exp (s • A + t • B))).re ≤
      s * Real.log (trace (NormedSpace.exp A)).re +
      t * Real.log (trace (NormedSpace.exp B)).re := by
  have hC : (s • A + t • B).IsHermitian := by
    rw [Matrix.IsHermitian, conjTranspose_add, conjTranspose_smul, conjTranspose_smul,
      star_trivial, star_trivial, hA.eq, hB.eq]
  have hZC := (trace_exp_pos hC).1
  have hZA := (trace_exp_pos hA).1
  have hZB := (trace_exp_pos hB).1
  obtain ⟨U, e, h1, -, hsp, hE⟩ := spectral_form hC
  have hPA := peierls hA h1
  have hPB := peierls hB h1
  set ZA := (trace (NormedSpace.exp A)).re
  set ZB := (trace (NormedSpace.exp B)).re
  -- eigenvalues of the mixture are mixtures of diagonal elements
  have he (i : n) : e i = s * ((star U * A * U) i i).re + t * ((star U * B * U) i i).re := by
    have hd : star U * (s • A + t • B) * U = diagonal (fun i => (e i : ℂ)) := by
      rw [hsp]
      calc star U * (U * diagonal (fun i => (e i : ℂ)) * star U) * U
          = (star U * U) * diagonal (fun i => (e i : ℂ)) * (star U * U) := by
            simp only [Matrix.mul_assoc]
        _ = _ := by rw [h1, Matrix.one_mul, Matrix.mul_one]
    have h := congrArg (fun X : Matrix n n ℂ => (X i i).re) hd
    simp only [Matrix.mul_add, Matrix.add_mul, Matrix.mul_smul, Matrix.smul_mul,
      Matrix.add_apply, Matrix.smul_apply, Complex.add_re, Complex.smul_re, smul_eq_mul,
      Matrix.diagonal_apply_eq, Complex.ofReal_re] at h
    exact h.symm
  have hT : (trace (NormedSpace.exp (s • A + t • B))).re = ∑ i, Real.exp (e i) := by
    rw [hE, Matrix.trace_mul_cycle, h1, Matrix.one_mul, Matrix.trace_diagonal,
      ← Complex.ofReal_sum, Complex.ofReal_re]
  rw [Real.log_le_iff_le_exp hZC, hT]
  set K := s * Real.log ZA + t * Real.log ZB
  -- convexity of the scalar exponential, normalised by the partition functions
  have hi (i : n) : Real.exp (e i) ≤ Real.exp K *
      (s * (Real.exp ((star U * A * U) i i).re / ZA) +
        t * (Real.exp ((star U * B * U) i i).re / ZB)) := by
    have h := convexOn_exp.2 (Set.mem_univ (((star U * A * U) i i).re - Real.log ZA))
      (Set.mem_univ (((star U * B * U) i i).re - Real.log ZB)) hs ht hst
    simp only [smul_eq_mul] at h
    rw [Real.exp_sub, Real.exp_sub, Real.exp_log hZA, Real.exp_log hZB] at h
    have hK : e i = K + (s * (((star U * A * U) i i).re - Real.log ZA) +
        t * (((star U * B * U) i i).re - Real.log ZB)) := by
      rw [he i]
      ring
    rw [hK, Real.exp_add]
    exact mul_le_mul_of_nonneg_left h (Real.exp_pos K).le
  refine (Finset.sum_le_sum fun i _ => hi i).trans ?_
  rw [← Finset.mul_sum, Finset.sum_add_distrib, ← Finset.mul_sum, ← Finset.mul_sum,
    ← Finset.sum_div, ← Finset.sum_div]
  have ha := mul_le_mul_of_nonneg_left ((div_le_one hZA).mpr hPA) hs
  have hb := mul_le_mul_of_nonneg_left ((div_le_one hZB).mpr hPB) ht
  exact mul_le_of_le_one_right (Real.exp_pos K).le (by linarith)

/-- For Hermitian `H` and `M` of nonzero size, which need not commute, and `β > 0`, the free energy
is a concave function of the real field. -/
theorem fieldFreeEnergy_concave [Nonempty n] {H M : Matrix n n ℂ} (hH : H.IsHermitian)
    (hM : M.IsHermitian) {β : ℝ} (hβ : 0 < β) :
    ConcaveOn ℝ Set.univ (fieldFreeEnergy β H M) := by
  have hherm (b : ℝ) : ((-β) • (H - b • M)).IsHermitian := by
    rw [Matrix.IsHermitian, conjTranspose_smul, conjTranspose_sub, conjTranspose_smul,
      star_trivial, star_trivial, hH.eq, hM.eq]
  refine ⟨convex_univ, fun x _ y _ s t hs ht hst => ?_⟩
  have h := log_trace_exp_convex (hherm x) (hherm y) hs ht hst
  -- the Hamiltonian is affine in the field
  have hlin : s • ((-β) • (H - x • M)) + t • ((-β) • (H - y • M)) =
      (-β) • (H - (s * x + t * y) • M) := by
    obtain rfl : t = 1 - s := by linarith
    module
  rw [hlin] at h
  simp only [fieldFreeEnergy, freeEnergy, partitionFunction, smul_eq_mul]
  rw [← mul_div_assoc, ← mul_div_assoc, ← add_div, div_le_div_iff_of_pos_right hβ]
  linarith

/-- For Hermitian `H`, `M` of nonzero size and `β > 0`, the magnetisation `m = -dF/db` never
decreases when the field is raised. -/
theorem magnetisation_monotone [Nonempty n] {H M : Matrix n n ℂ} (hH : H.IsHermitian)
    (hM : M.IsHermitian) {β : ℝ} (hβ : 0 < β) {m : ℝ → ℝ}
    (hm : ∀ b, HasDerivAt (fieldFreeEnergy β H M) (-m b) b) : Monotone m := by
  intro x y hxy
  rcases hxy.eq_or_lt with rfl | hlt
  · exact le_rfl
  · have hc := fieldFreeEnergy_concave hH hM hβ
    have h1 := hc.slope_le_of_hasDerivAt (Set.mem_univ x) (Set.mem_univ y) hlt (hm x)
    have h2 := hc.le_slope_of_hasDerivAt (Set.mem_univ x) (Set.mem_univ y) hlt (hm y)
    linarith

/-- For Hermitian `H`, `M` of nonzero size and `β > 0`, the isothermal susceptibility
`χ = dm/db`, with `m = -dF/db`, is nonnegative at every field. -/
theorem susceptibility_nonneg [Nonempty n] {H M : Matrix n n ℂ} (hH : H.IsHermitian)
    (hM : M.IsHermitian) {β : ℝ} (hβ : 0 < β) {m : ℝ → ℝ}
    (hm : ∀ b, HasDerivAt (fieldFreeEnergy β H M) (-m b) b) {b χ : ℝ}
    (hχ : HasDerivAt m χ b) : 0 ≤ χ := by
  have hmono := magnetisation_monotone hH hM hβ hm
  refine ge_of_tendsto' (hasDerivAt_iff_tendsto_slope.mp hχ) fun x => ?_
  rw [slope_def_field]
  rcases le_total b x with h | h
  · exact div_nonneg (sub_nonneg.mpr (hmono h)) (sub_nonneg.mpr h)
  · exact div_nonneg_of_nonpos (sub_nonpos.mpr (hmono h)) (sub_nonpos.mpr h)

end

end MagneticStability
```

```lean
#print axioms MagneticStability.fieldFreeEnergy_concave
-- 'MagneticStability.fieldFreeEnergy_concave' depends on axioms: [propext, Classical.choice, Quot.sound]
#print axioms MagneticStability.susceptibility_nonneg
-- 'MagneticStability.susceptibility_nonneg' depends on axioms: [propext, Classical.choice, Quot.sound]
```

## The lemmas, from the spectral form to the susceptibility

`spectral_form` diagonalises A and exp A with one unitary. `expectation_diagonal` writes a diagonal element as a sum weighted by squared amplitudes. In `exp_expectation_le` these amplitudes are the entries of `star V * U`, the overlaps ⟨v_j, u_i⟩; `hp` shows that the weights sum to 1, and `convexOn_exp.map_sum_le` is Jensen's inequality. `peierls` sums over the columns and uses cyclicity of the trace to remove U. `trace_exp_pos` applies it with `U := 1` for positivity and reads off reality from the spectral form.

`log_trace_exp_convex` carries the two-matrix argument. Its `e i` is c_i above, `he` is the identity c_i = s α_i + t γ_i, and `hi` is the normalised bound on exp(c_i). The closing lines sum this bound and insert the two Peierls inequalities, `hPA` and `hPB`.

In `fieldFreeEnergy_concave`, `hherm` checks that the exponent is Hermitian at every field, `hlin` is the affine identity, and the last lines clear the common denominator β and account for the minus sign in F. `magnetisation_monotone` compares the chord slope with the derivative at each end. `susceptibility_nonneg` treats points on either side of b separately, since numerator and denominator of the difference quotient change sign together, and then passes to the limit with `ge_of_tendsto'`.
